# Newton–Schulz iterates that start between zero and the inverse overlap matrix never decrease and never overshoot

A: Take a finite set of linearly independent, generally non-orthogonal basis functions $\phi_i$. Their overlap matrix has the elements $A_{ij}=\langle\phi_i|\phi_j\rangle$. Textbooks usually call it $S$; here it is $A$. Linear independence makes it positive definite. Density-matrix methods in such a basis often need $A^{-1}$, and the Newton–Schulz update can improve an approximation $X$ to it without any matrix inversion:
$$Y = 2X - XAX .$$
The error is $D=A^{-1}-X$; the letter does not stand for a density matrix. For Hermitian matrices, $M\le N$ means that $N-M$ is positive semidefinite, that is, $v^\dagger M v\le v^\dagger N v$ for every vector $v$. The claim is that $0\le X\le A^{-1}$ implies $X\le Y\le A^{-1}$.

```lean
import Mathlib

open Matrix
open scoped ComplexOrder

namespace NewtonSchulzMonotone

variable {𝕜 n : Type*} [RCLike 𝕜] [Fintype n] [DecidableEq n]
```

Q: My overlap matrices are complex as soon as I sample k-points. Which numbers does this allow?

A: Both kinds. `𝕜` is the real or the complex field, and `n` is the finite index set of the basis functions. Over the reals, "Hermitian" reads "symmetric". At each k-point, $A$ is the overlap matrix of that k-point. The update is a plain definition, with nothing assumed about its arguments:

```lean
/-- One Newton–Schulz update `2X - XAX` of an approximation `X` to the inverse of `A`. -/
def step (A X : Matrix n n 𝕜) : Matrix n n 𝕜 := 2 • X - X * A * X
```

Q: And the inverse? A proof assistant may give `A⁻¹` a meaning that I don't expect.

A: Mathlib does assign a value to the inverse of a singular matrix, but `A.PosDef` rules that case out. The first lemma extracts the two identities that we need, $AA^{-1}=1$ and $A^{-1}A=1$, from the fact that the determinant is invertible.

```lean
/-- A positive definite matrix times its inverse is the identity, in either order. -/
theorem inverse_pair {A : Matrix n n 𝕜} (hA : A.PosDef) :
    A * A⁻¹ = 1 ∧ A⁻¹ * A = 1 := by
  have h : IsUnit A.det := (Matrix.isUnit_iff_isUnit_det A).mp hA.isUnit
  exact ⟨Matrix.mul_nonsing_inv A h, Matrix.nonsing_inv_mul A h⟩
```

Q: Then start with the error. In one dimension I know that it gets squared.

A: Up to a factor: in one dimension the new error is $a(1/a-x)^2$. For matrices, the factor $A$ stands in the middle of the square. Multiply out, keeping the order of the factors:
$$DAD=(A^{-1}-X)A(A^{-1}-X)=A^{-1}-X-X+XAX=A^{-1}-Y .$$
This holds for every square $X$, Hermitian or not. In Lean, `noncomm_ring` expands the product without commuting anything, and the rewrites then cancel $A$ against its inverse.

```lean
/-- For positive definite `A`, the error after one update is `D A D`, where `D = A⁻¹ - X` is
the error before it. -/
theorem error_step {A : Matrix n n 𝕜} (hA : A.PosDef) (X : Matrix n n 𝕜) :
    A⁻¹ - step A X = (A⁻¹ - X) * A * (A⁻¹ - X) := by
  obtain ⟨h1, h2⟩ := inverse_pair hA
  symm
  calc (A⁻¹ - X) * A * (A⁻¹ - X)
      = A⁻¹ * A * A⁻¹ - A⁻¹ * A * X - X * (A * A⁻¹) + X * A * X := by noncomm_ring
    _ = A⁻¹ - step A X := by
      rw [h1, h2, step, one_mul, one_mul, mul_one]
      abel
```

Q: So much for the upper side. For the growth I would diagonalise: $y-x=x(1-ax)$, which is non-negative for $0\le x\le 1/a$. Isn't that the whole story?

A: Only if $X$ commutes with $A$. Otherwise they have no common eigenbasis, and $X-XAX$ is not visibly positive. It can, however, be written as a sum of two terms that are:
$$X-XAX=(XA)\,D\,(AX)+(DA)\,X\,(AD).$$
To check this, use $DA=1-XA$ and $AD=1-AX$. The first term is
$$XA(A^{-1}-X)AX=XAX-XAXAX,$$
and the second is
$$(1-XA)X(1-AX)=X-2XAX+XAXAX .$$
The terms of fifth order cancel in the sum, and $X-XAX$ remains. Since $A$, $X$ and $D$ are Hermitian, $AX=(XA)^\dagger$ and $AD=(DA)^\dagger$. Each term therefore has the form $CMC^\dagger$ with $M\ge 0$, and is positive semidefinite.

```lean
/-- Let `A` be Hermitian with inverse `B`. If `X` and `B - X` are positive semidefinite, then so
is `X - XAX`. -/
theorem increment_posSemidef {A B X : Matrix n n 𝕜} (hA : A.IsHermitian)
    (hAB : A * B = 1) (hBA : B * A = 1) (hX : X.PosSemidef) (hD : (B - X).PosSemidef) :
    (X - X * A * X).PosSemidef := by
  -- the increment is a sum of two congruences
  have h1 := hD.mul_mul_conjTranspose_same (X * A)
  have h2 := hX.mul_mul_conjTranspose_same ((B - X) * A)
  rw [conjTranspose_mul, hA.eq, hX.isHermitian.eq] at h1
  rw [conjTranspose_mul, hA.eq, hD.isHermitian.eq] at h2
  have e : X * A * (B - X) * (A * X) + (B - X) * A * X * (A * (B - X))
      = X - X * A * X := by
    calc X * A * (B - X) * (A * X) + (B - X) * A * X * (A * (B - X))
        = X * (A * B) * A * X + (B * A) * X * (A * B) - (B * A) * X * A * X
          - X * A * X * (A * B) := by noncomm_ring
      _ = X - X * A * X := by
        rw [hAB, hBA]
        simp only [one_mul, mul_one]
        abel
  rw [← e]
  exact h1.add h2
```

Q: Where does Lean learn that $CMC^\dagger$ is positive semidefinite?

A: From the Mathlib lemma `mul_mul_conjTranspose_same`, which deserves a closer look because the main positivity arguments here rest on it. Given a proof that $M$ is positive semidefinite and any matrix $C$, it returns a proof that $CMC^\dagger$ is positive semidefinite. By hand, $v^\dagger CMC^\dagger v=w^\dagger Mw\ge 0$ with $w=C^\dagger v$. No square root of $M$ and no eigenvectors are needed.

The lemma returns the last factor as a formal conjugate transpose, such as $(XA)^\dagger$. The rewrite with `conjTranspose_mul` reverses the product to $A^\dagger X^\dagger$, and the Hermiticity of the two matrices removes the daggers. After that, `h1` and `h2` are the two terms above, the identity `e` says that they add up to the increment, and `h1.add h2` finishes the proof.

Q: Why does this lemma speak of a matrix `B` when you mean $A^{-1}$?

A: Because it is applied later to rescaled matrices. With `B` given by the two products $AB=1$ and $BA=1$, nobody has to compute the inverse of a rescaled matrix first.

Q: Back to the upper bound. Does it need a good starting guess?

A: No. If $X$ is Hermitian, so is $D$, and $A^{-1}-Y=DAD=DAD^\dagger\ge 0$. A single update therefore puts any Hermitian guess below $A^{-1}$, even one that was above it.

```lean
/-- For positive definite `A` and any Hermitian `X`, one update gives a matrix that is at most `A⁻¹`
in the semidefinite order. -/
theorem step_le_inverse {A X : Matrix n n 𝕜} (hA : A.PosDef) (hX : X.IsHermitian) :
    (A⁻¹ - step A X).PosSemidef := by
  have h := hA.posSemidef.mul_mul_conjTranspose_same (A⁻¹ - X)
  rw [(hA.isHermitian.inv.sub hX).eq] at h
  rw [error_step hA]
  exact h
```

Q: So I can take the inverse from the previous geometry, update once, and be safe?

A: Not in general, because "below $A^{-1}$" does not mean "above zero". Let the overlap of two normalised functions fall from $2/3$ to $0$. The old inverse, used as $X$, has the eigenvalue $1/(1-2/3)=3$, and the new $A$ is the identity. On that eigenvector the update gives $6-9=-3$, and the next one gives $-15$. The main theorem therefore asks for both bounds on $X$:

```lean
/-- Monotone approach from below: let `A` be positive definite, and let `X` and `A⁻¹ - X` be
positive semidefinite. Then `Y = 2X - XAX` is Hermitian, and `Y - X` and `A⁻¹ - Y` are positive
semidefinite. -/
theorem step_monotone {A X : Matrix n n 𝕜} (hA : A.PosDef) (hX : X.PosSemidef)
    (hD : (A⁻¹ - X).PosSemidef) :
    (step A X).IsHermitian ∧ (step A X - X).PosSemidef ∧ (A⁻¹ - step A X).PosSemidef := by
  obtain ⟨h1, h2⟩ := inverse_pair hA
  have hinc : (step A X - X).PosSemidef := by
    have e : step A X - X = X - X * A * X := by
      rw [step]
      abel
    rw [e]
    exact increment_posSemidef hA.isHermitian h1 h2 hX hD
  refine ⟨?_, hinc, step_le_inverse hA hX.isHermitian⟩
  have h := (hX.add hinc).isHermitian
  rwa [add_sub_cancel] at h
```

Q: Read it to me as physics. I see no assumption that $X$ is Hermitian.

A: It is part of `X.PosSemidef`, which in Mathlib includes Hermiticity. The hypotheses are a positive definite overlap `hA`, an approximation with $X\ge 0$ in `hX`, and $X\le A^{-1}$ in `hD`. The conclusion has three parts: $Y$ is Hermitian, $Y\ge X$, and $Y\le A^{-1}$. In the proof, $Y-X=X-XAX$ is the increment treated above, the upper bound is the previous theorem, and $Y$ is Hermitian because it is the sum of $X$ and $Y-X$.

Q: Does every matrix element then grow?

A: No. What cannot decrease is $v^\dagger Xv$ for each fixed $v$, and so each diagonal element. Off-diagonal elements may move either way.

Q: Perhaps your two bounds are stricter than necessary, and the update also rises from other starting points.

A: For Hermitian $X$ it does not. Suppose that $Y-X\ge 0$. Then
$$X=(Y-X)+XAX\ge 0,\qquad A^{-1}-X=(Y-X)+(A^{-1}-Y)\ge 0,$$
since $XAX=XAX^\dagger\ge 0$, and $A^{-1}-Y\ge 0$ holds for every Hermitian $X$. So $Y\ge X$ holds exactly when $0\le X\le A^{-1}$. In the Lean proof, `p1` and `p2` are these two sums.

```lean
/-- For positive definite `A` and Hermitian `X`, `step A X` is at least `X` exactly when `X` lies
between zero and `A⁻¹` in the semidefinite order. -/
theorem step_raises_iff {A X : Matrix n n 𝕜} (hA : A.PosDef) (hX : X.IsHermitian) :
    (step A X - X).PosSemidef ↔ X.PosSemidef ∧ (A⁻¹ - X).PosSemidef := by
  constructor
  · intro h
    have hXAX := hA.posSemidef.mul_mul_conjTranspose_same X
    rw [hX.eq] at hXAX
    have e1 : step A X - X + X * A * X = X := by
      rw [step]
      abel
    have e2 : step A X - X + (A⁻¹ - step A X) = A⁻¹ - X := by abel
    have p1 := h.add hXAX
    have p2 := h.add (step_le_inverse hA hX)
    rw [e1] at p1
    rw [e2] at p2
    exact ⟨p1, p2⟩
  · rintro ⟨h1, h2⟩
    exact (step_monotone hA h1 h2).2.1
```

Q: That is one step. A calculation makes many.

A: Induction handles that. If $0\le X_k\le A^{-1}$, the main theorem gives $X_{k+1}\le A^{-1}$, and also $X_{k+1}=X_k+(X_{k+1}-X_k)\ge 0$. The bounds pass to the next iterate, and with them the growth. In the code, `(step A)^[k] X` is $X_k$, the update applied $k$ times to the start $X_0=X$; it is not a matrix power.

```lean
/-- For positive definite `A` and a start `X` between zero and `A⁻¹`, every Newton–Schulz iterate
stays between zero and `A⁻¹`, and each is at most the next one, in the semidefinite order. -/
theorem iterates_monotone {A X : Matrix n n 𝕜} (hA : A.PosDef) (hX : X.PosSemidef)
    (hD : (A⁻¹ - X).PosSemidef) (k : ℕ) :
    ((step A)^[k] X).PosSemidef ∧ (A⁻¹ - (step A)^[k] X).PosSemidef ∧
      ((step A)^[k + 1] X - (step A)^[k] X).PosSemidef := by
  have bounds : ((step A)^[k] X).PosSemidef ∧ (A⁻¹ - (step A)^[k] X).PosSemidef := by
    induction k with
    | zero => exact ⟨hX, hD⟩
    | succ k ih =>
      obtain ⟨_, hup, hbelow⟩ := step_monotone hA ih.1 ih.2
      rw [Function.iterate_succ_apply']
      have h := ih.1.add hup
      rw [add_sub_cancel] at h
      exact ⟨h, hbelow⟩
  refine ⟨bounds.1, bounds.2, ?_⟩
  rw [Function.iterate_succ_apply']
  exact (step_monotone hA bounds.1 bounds.2).2.1
```

Q: A sequence can rise forever and stop short of the target. Where is the convergence?

A: You are right that monotonicity alone does not supply it. $X=0$ satisfies both bounds and never moves. What is needed is a start whose error is a definite fraction of the inverse, $D_0\le qA^{-1}$ with $0<q<1$. The bound is then
$$0\le D_k\le q^{2^k}A^{-1},$$
where $D_k=A^{-1}-X_k$.

For the induction, write $r=q^{2^k}$ and $D=D_k$, and assume $D\le rA^{-1}$. Apply the increment lemma with $A/r$ as the matrix, $rA^{-1}$ as its inverse, and $D$ in the place of $X$. Its hypotheses are $D\ge 0$ and $rA^{-1}-D\ge 0$, and it yields
$$D-\tfrac1r\,DAD\ge 0 .$$
Add $rA^{-1}-D\ge 0$ and multiply by $r$:
$$r^2A^{-1}-DAD\ge 0 .$$
Since $DAD=D_{k+1}$ and $r^2=q^{2^{k+1}}$, this is the bound for the next step.

```lean
/-- Quadratic error bound: let `A` be positive definite and `X` lie between zero and `A⁻¹`. If the
initial error is at most `q A⁻¹` with `q > 0`, the error after `k` updates is at most
`q ^ (2 ^ k) A⁻¹`. -/
theorem error_bound {A X : Matrix n n 𝕜} (hA : A.PosDef) (hX : X.PosSemidef)
    (hD : (A⁻¹ - X).PosSemidef) {q : ℝ} (hq : 0 < q)
    (h0 : (q • A⁻¹ - (A⁻¹ - X)).PosSemidef) (k : ℕ) :
    (q ^ (2 ^ k) • A⁻¹ - (A⁻¹ - (step A)^[k] X)).PosSemidef := by
  obtain ⟨h1, h2⟩ := inverse_pair hA
  induction k with
  | zero => simpa using h0
  | succ k ih =>
    have hDk := (iterates_monotone hA hX hD k).2.1
    rw [Function.iterate_succ_apply', error_step hA, pow_succ 2 k, pow_mul, sq]
    have hr : 0 < q ^ (2 ^ k) := pow_pos hq _
    generalize q ^ (2 ^ k) = r at ih hr ⊢
    generalize A⁻¹ - (step A)^[k] X = D at ih hDk ⊢
    -- the increment lemma for the rescaled overlap `A / r`
    have key := increment_posSemidef (A := r⁻¹ • A) (B := r • A⁻¹)
      (hA.posSemidef.smul (inv_pos.mpr hr).le).isHermitian
      (by rw [smul_mul_assoc, mul_smul_comm, smul_smul, h1, inv_mul_cancel₀ hr.ne', one_smul])
      (by rw [smul_mul_assoc, mul_smul_comm, smul_smul, h2, mul_inv_cancel₀ hr.ne', one_smul])
      hDk ih
    have h := (ih.add key).smul hr.le
    rw [sub_add_sub_cancel, mul_smul_comm, smul_mul_assoc, smul_sub, smul_smul, smul_smul,
      mul_inv_cancel₀ hr.ne', one_smul] at h
    exact h
```

Q: The code only says `0 < q`. You said $q<1$.

A: The inequality is true for every positive $q$ that satisfies `h0`, but it shows that the error shrinks only if $q<1$. The theorem states the bound for each $k$ and does not mention a limit. In the proof, `generalize` replaces the long expressions by the letters `r` and `D`, `key` is the increment lemma for the rescaled overlap, and `h` is the sum multiplied by $r$.

Q: All this presupposes a start below an inverse that I don't have yet.

A: An upper bound on the overlap is enough. Suppose that $A\le b\,1$ with $b>0$, so that no eigenvalue of $A$ exceeds $b$. Use the increment lemma once more, now with $b^{-1}1$ as the matrix, $b\,1$ as its inverse, and $A$ itself in the place of $X$. It gives
$$A-\tfrac1b A^2\ge 0 .$$
Multiply by $A^{-1}$ from both sides, which is again a congruence because $A^{-1}$ is Hermitian:
$$A^{-1}-\tfrac1b\,1\ge 0 .$$
So $X_0=b^{-1}1$ lies between zero and $A^{-1}$.

```lean
/-- A practical start: if `A` is positive definite and at most `b` times the identity, with
`b > 0`, then `b⁻¹` times the identity lies between zero and `A⁻¹`. -/
theorem scaled_identity_start {A : Matrix n n 𝕜} (hA : A.PosDef) {b : ℝ} (hb : 0 < b)
    (hAb : (b • (1 : Matrix n n 𝕜) - A).PosSemidef) :
    (b⁻¹ • (1 : Matrix n n 𝕜)).PosSemidef ∧
      (A⁻¹ - b⁻¹ • (1 : Matrix n n 𝕜)).PosSemidef := by
  obtain ⟨h1, h2⟩ := inverse_pair hA
  have hs : (b⁻¹ • (1 : Matrix n n 𝕜)).PosSemidef :=
    Matrix.PosSemidef.one.smul (inv_pos.mpr hb).le
  refine ⟨hs, ?_⟩
  have key := increment_posSemidef (A := b⁻¹ • (1 : Matrix n n 𝕜)) (B := b • 1)
    hs.isHermitian
    (by rw [smul_mul_assoc, one_mul, smul_smul, inv_mul_cancel₀ hb.ne', one_smul])
    (by rw [smul_mul_assoc, one_mul, smul_smul, mul_inv_cancel₀ hb.ne', one_smul])
    hA.posSemidef hAb
  -- conjugate `A - A² / b` with the inverse of `A`
  have h := key.mul_mul_conjTranspose_same A⁻¹
  rw [hA.isHermitian.inv.eq, mul_smul_comm, mul_one, smul_mul_assoc, mul_sub, sub_mul,
    mul_smul_comm, smul_mul_assoc, ← mul_assoc A⁻¹ A A, h2, one_mul, one_mul, h1] at h
  exact h

end NewtonSchulzMonotone
```

```lean
#print axioms NewtonSchulzMonotone.step_raises_iff
#print axioms NewtonSchulzMonotone.iterates_monotone
#print axioms NewtonSchulzMonotone.error_bound
#print axioms NewtonSchulzMonotone.scaled_identity_start
```

```
'NewtonSchulzMonotone.step_raises_iff' depends on axioms: [propext, Classical.choice, Quot.sound]
'NewtonSchulzMonotone.iterates_monotone' depends on axioms: [propext, Classical.choice, Quot.sound]
'NewtonSchulzMonotone.error_bound' depends on axioms: [propext, Classical.choice, Quot.sound]
'NewtonSchulzMonotone.scaled_identity_start' depends on axioms: [propext, Classical.choice, Quot.sound]
```

Q: How do I get $b$, and how good is $q$ for that start?

A: The largest row sum of $|A_{ij}|$ will do for $b$. In the eigenbasis of $A$, the condition on $q$ becomes $q\ge 1-\lambda_{\min}/b$, where $\lambda_{\min}$ is the smallest eigenvalue. A nearly dependent basis thus pushes $q$ towards one. With the smallest allowed $q$, about $\log_2(b/\lambda_{\min})$ steps then pass before the factor $q^{2^k}$ drops well below one. These estimates are ordinary eigenvalue arguments, and the code contains no proof of them.

Q: One doubt remains. My linear-scaling program discards small matrix elements after every product.

A: That is the step from the model to your program which the hypotheses leave open. `step` uses full products without rounding. A truncated iterate $X$ may violate $X\le A^{-1}$ along some vectors or have a negative eigenvalue, and then the main theorem does not apply to it. If it is still Hermitian, one complete update brings it below $A^{-1}$, though not necessarily above zero. For a finite basis and untruncated products, the result tells you what to expect when you monitor the iteration: from the scaled identity, the trace of $X_k$ never falls. If it does fall in practice, truncation, rounding or a value of $b$ that is too small is the place to look.
